# A polynomial of a finite complex matrix acts on an eigenvector as the polynomial of its eigenvalue

If an operator on a finite-dimensional state space multiplies a state by the number μ, then any polynomial q of that operator multiplies the same state by q(μ). In the lemma `aeval_mulVec` the operator is a complex square matrix `A`, and the hypothesis is `A *ᵥ v = μ • v`. `A` need not be Hermitian, and `v` need not be normalised or even nonzero. The attempt goes by induction on the polynomial: constants, sums, and the step from a·X^m to a·X^(m+1), where one factor of `A` acts on `v` first and yields μ.

An attempt in Lean 4 with a fault in it:

```lean
import Mathlib

open Matrix Polynomial

namespace AevalMulVec

noncomputable section

variable {n : Type*} [Fintype n] [DecidableEq n]

/-- On an eigenvector of `A` with eigenvalue `μ`, a polynomial `q(A)` acts as `q(μ)`. -/
theorem aeval_mulVec {A : Matrix n n ℂ} {μ : ℂ} {v : n → ℂ} (hv : A *ᵥ v = μ • v) (q : ℂ[X]) :
    aeval A q *ᵥ v = q.eval μ • v := by
  induction q using Polynomial.induction_on with
  | C a => rw [aeval_C, eval_C, Algebra.algebraMap_eq_smul_one, Matrix.smul_mulVec,
      Matrix.one_mulVec]
  | add p q hp hq => rw [map_add, Matrix.add_mulVec, hp, hq, eval_add, add_smul]
  | monomial m a ih =>
    rw [pow_succ, ← mul_assoc, map_mul, aeval_X, ← Matrix.mulVec_mulVec, hv,
      Matrix.mulVec_smul, ih, eval_mul, eval_X, smul_smul, mul_comm]

end

end AevalMulVec
```

Compiling this gives:

```
Main.lean:20:40: error: Tactic `rewrite` failed: Did not find an occurrence of the pattern
  eval ?m.190 X
in the target expression
  μ • (eval μ (C a) * eval μ (X ^ m)) • v = eval μ (C a * X ^ m * X) • v

case monomial
n : Type u_1
inst✝¹ : Fintype n
inst✝ : DecidableEq n
A : Matrix n n ℂ
μ : ℂ
v : n → ℂ
hv : A *ᵥ v = μ • v
m : ℕ
a : ℂ
ih : (aeval A) (C a * X ^ m) *ᵥ v = eval μ (C a * X ^ m) • v
⊢ μ • (eval μ (C a) * eval μ (X ^ m)) • v = eval μ (C a * X ^ m * X) • v
```

After these edits no error is left:

```diff
@@ -18,5 +18,5 @@
   | monomial m a ih =>
     rw [pow_succ, ← mul_assoc, map_mul, aeval_X, ← Matrix.mulVec_mulVec, hv,
-      Matrix.mulVec_smul, ih, eval_mul, eval_X, smul_smul, mul_comm]
+      Matrix.mulVec_smul, ih, eval_mul_X, smul_smul, mul_comm μ]
 
 end
```

What went wrong. The message says that `eval_X` found no evaluation of a bare `X` to rewrite. The fault lies one step earlier, in `eval_mul`. After `ih`, both sides of the goal contain the evaluation of a product: `C a * X ^ m` on the left and `C a * X ^ m * X` on the right. `rw` fixes the lemma's variables at the first match, here the left one, and rewrites only copies of that instance. The right side therefore stayed whole, as the printed goal shows, and the left now held `eval μ (X ^ m)`, which is not `eval μ X`.

The repair replaces both rewrites with `eval_mul_X`, which applies only to a product ending in the factor `X`. It thus passes over the left side and turns the right into `eval μ (C a * X ^ m) * μ`. `smul_smul` then merges the two scalars on the left, and `mul_comm` puts them in the same order as on the right.

Writing `mul_comm μ` states which product is to be swapped. This is mere tidying: the plain `mul_comm` would meet the same product first.
